# Polynomials of the number operator shift their argument by ±k past the k-th power of a ladder operator

To evaluate a matrix element of an anharmonic oscillator, one can move a function of the number operator through a string of ladder operators until it stands next to a number state, where it becomes a number. For $k$ creation operators acting on $|n\rangle$, the factor $f(N)$ arrives as $f(n+k)$. The identities below justify this step for a single bosonic mode and polynomial $f$.

Let $a$ be the annihilation operator and $b$ the creation operator, which textbooks write as $a^\dagger$. The only property used is $ab-ba=1$; it stands for the canonical commutation relation of position and momentum, written in ladder operators. No adjoint or inner product enters.

## The algebra and the number operator

The operators are elements of an algebra $A$ over a commutative ring $R$ of scalars. For an oscillator, $R$ is $\mathbb{C}$ and $A$ can be the linear maps on the finite combinations of number states, a space that both ladder operators preserve. Carrying the identities over to unbounded operators on the full Hilbert space needs an argument about domains, which the algebraic hypotheses do not supply.

```lean
import Mathlib

open Polynomial

namespace NumberOperatorLadder

variable {R A : Type*} [CommRing R] [Ring A] [Algebra R A]
```

The number operator is $N=ba$.

```lean
/-- The number operator `N = b a` built from an annihilation operator `a` and a creation
operator `b`. -/
def numberOp (a b : A) : A := b * a
```

## From one operator to its polynomials

Suppose $xc=cy$ for elements $x,y,c$ of $A$. Then $x^nc=cy^n$ by induction, since
$$x^{n+1}c=x^n(xc)=(x^nc)y=cy^{n+1}.$$
A scalar $r$ commutes with everything, so $(rx^n)c=c(ry^n)$. Adding such terms gives $f(x)c=c\,f(y)$ for every polynomial $f$.

```lean
/-- If moving `c` to the left turns `x` into `y`, that is `x c = c y`, then it turns every
polynomial `f(x)` into `f(y)`. -/
theorem aeval_intertwine {x y c : A} (h : x * c = c * y) (f : R[X]) :
    aeval x f * c = c * aeval y f := by
  induction f using Polynomial.induction_on' with
  | add p q hp hq => simp only [map_add, add_mul, mul_add, hp, hq]
  | monomial n r =>
    -- powers are intertwined, and scalars commute with everything
    have hs : SemiconjBy c y x := h.symm
    have hp : c * y ^ n = x ^ n * c := (hs.pow_right n).eq
    rw [aeval_monomial, aeval_monomial, mul_assoc, ← hp, Algebra.left_comm]
```

Here `f : R[X]` is a polynomial with coefficients in $R$, and `aeval x f` is $f(x)$, with the constant term multiplied by the identity. The proof treats sums and monomials separately. `SemiconjBy c y x` says $cy=xc$, and its lemma `pow_right` supplies the induction on powers.

## Raising by k quanta

The commutation relation gives $ab=ba+1$, hence
$$Nb=b(ab)=b(ba+1)=b(N+1).$$
If $Nb^k=b^k(N+k)$, then
$$Nb^{k+1}=b^k(N+k)b=b^k\bigl(b(N+1)+bk\bigr)=b^{k+1}(N+k+1).$$
The case $k=0$ is $N=N$.

```lean
/-- If `ab - ba = 1`, then `k` creation operators raise the number operator by `k`:
`N b^k = b^k (N + k)`. -/
theorem number_mul_creation_pow {a b : A} (h : a * b - b * a = 1) (k : ℕ) :
    numberOp a b * b ^ k = b ^ k * (numberOp a b + (k : A)) := by
  have hab : a * b = b * a + 1 := sub_eq_iff_eq_add'.mp h
  -- a single step of the ladder
  have h1 : numberOp a b * b = b * (numberOp a b + 1) := by
    rw [numberOp, mul_assoc, hab]
  induction k with
  | zero => simp
  | succ k ih =>
    calc numberOp a b * b ^ (k + 1) = (numberOp a b * b ^ k) * b := by
          rw [pow_succ, mul_assoc]
      _ = b ^ k * (numberOp a b * b + (k : A) * b) := by rw [ih, mul_assoc, add_mul]
      _ = b ^ k * (b * (numberOp a b + 1) + b * (k : A)) := by
          rw [h1, (Nat.cast_commute k b).eq]
      _ = b ^ (k + 1) * (numberOp a b + ((k + 1 : ℕ) : A)) := by
          simp only [pow_succ, Nat.cast_succ, mul_add, mul_assoc, mul_one]
          abel
```

The hypothesis `h` is the commutation relation, and `(k : A)` is $k$ times the identity. The single step is `h1`, and the `calc` block is the induction step above; `Nat.cast_commute` moves the number $k$ past $b$.

## Lowering by k quanta

For the annihilation operator,
$$a(N-1)=(ab)a-a=(ba+1)a-a=baa=Na.$$
If $Na^k=a^k(N-k)$, then
$$Na^{k+1}=a^k(N-k)a=a^k\bigl(a(N-1)-ak\bigr)=a^{k+1}\bigl(N-(k+1)\bigr).$$

```lean
/-- If `ab - ba = 1`, then `k` annihilation operators lower the number operator by `k`:
`N a^k = a^k (N - k)`. -/
theorem number_mul_annihilation_pow {a b : A} (h : a * b - b * a = 1) (k : ℕ) :
    numberOp a b * a ^ k = a ^ k * (numberOp a b - (k : A)) := by
  have hab : a * b = b * a + 1 := sub_eq_iff_eq_add'.mp h
  -- a single step of the ladder
  have h1 : numberOp a b * a = a * (numberOp a b - 1) := by
    rw [numberOp, mul_sub, ← mul_assoc, hab]
    noncomm_ring
  induction k with
  | zero => simp
  | succ k ih =>
    calc numberOp a b * a ^ (k + 1) = (numberOp a b * a ^ k) * a := by
          rw [pow_succ, mul_assoc]
      _ = a ^ k * (numberOp a b * a - (k : A) * a) := by rw [ih, mul_assoc, sub_mul]
      _ = a ^ k * (a * (numberOp a b - 1) - a * (k : A)) := by
          rw [h1, (Nat.cast_commute k a).eq]
      _ = a ^ (k + 1) * (numberOp a b - ((k + 1 : ℕ) : A)) := by
          simp only [pow_succ, Nat.cast_succ, mul_add, mul_sub, mul_assoc, mul_one]
          abel
```

The structure is the same as for raising. In `h1`, `noncomm_ring` finishes the single step without changing the order of non-commuting factors.

## The shift for every polynomial

Take $x=N$ in the polynomial rule. With $c=b^k$ and $y=N+k$, and then with $c=a^k$ and $y=N-k$, it gives
$$f(N)b^k=b^kf(N+k),\qquad f(N)a^k=a^kf(N-k).$$

```lean
/-- If `ab - ba = 1`, then every polynomial `f` of the number operator passes the ladder
operators with a shifted argument: `f(N) b^k = b^k f(N + k)` and `f(N) a^k = a^k f(N - k)`. -/
theorem polynomial_number_ladder {a b : A} (h : a * b - b * a = 1) (f : R[X]) (k : ℕ) :
    aeval (numberOp a b) f * b ^ k = b ^ k * aeval (numberOp a b + (k : A)) f ∧
    aeval (numberOp a b) f * a ^ k = a ^ k * aeval (numberOp a b - (k : A)) f :=
  ⟨aeval_intertwine (number_mul_creation_pow h k) f,
    aeval_intertwine (number_mul_annihilation_pow h k) f⟩
```

The theorem states both identities for every polynomial `f` and every natural number `k`. Its proof feeds the two ladder lemmas into `aeval_intertwine`. Functions given by infinite series, such as $e^{-i\theta N}$ with a real number $\theta$, would need a notion of convergence that a general algebra lacks.

## Normally ordered products

With $k$ creation operators to the left of $l$ annihilation operators, the two shifts combine:
$$Nb^ka^l=b^k(N+k)a^l=b^k\bigl(a^l(N-l)+a^lk\bigr)=b^ka^l(N+k-l).$$
The polynomial rule with $c=b^ka^l$ then gives $f(N)b^ka^l=b^ka^lf(N+k-l)$.

```lean
/-- If `ab - ba = 1`, then a normally ordered product of `k` creation and `l` annihilation
operators shifts the number operator by `k - l`: `f(N) b^k a^l = b^k a^l f(N + k - l)`. -/
theorem polynomial_number_mul_monomial {a b : A} (h : a * b - b * a = 1) (f : R[X])
    (k l : ℕ) :
    aeval (numberOp a b) f * (b ^ k * a ^ l) =
      b ^ k * a ^ l * aeval (numberOp a b + (k : A) - (l : A)) f := by
  apply aeval_intertwine
  -- first pass the creation operators, then the annihilation operators
  calc numberOp a b * (b ^ k * a ^ l)
      = b ^ k * (numberOp a b * a ^ l + (k : A) * a ^ l) := by
        rw [← mul_assoc, number_mul_creation_pow h, mul_assoc, add_mul]
    _ = b ^ k * (a ^ l * (numberOp a b - (l : A)) + a ^ l * (k : A)) := by
        rw [number_mul_annihilation_pow h, (Nat.cast_commute k (a ^ l)).eq]
    _ = b ^ k * a ^ l * (numberOp a b + (k : A) - (l : A)) := by
        simp only [mul_add, mul_sub, mul_assoc]
        abel
```

The subtraction takes place in $A$, so the shift is negative when $l>k$. After `apply aeval_intertwine`, only the identity for $N$ itself remains, and the `calc` block proves it in the order displayed.

## Level spacing of the Kerr oscillator

Take $H=\omega N+\chi N^2$ in units with $\hbar=1$, where $\omega$ sets the linear part of the energy and $\chi$ the strength of the Kerr nonlinearity. From $Nb=bN+b$,
$$N^2b=N(bN+b)=(bN+b)N+bN+b=bN^2+2bN+b.$$
Subtracting $bH$ from $Hb$ leaves
$$[H,b]=\omega b+\chi(2bN+b)=b\bigl(\omega+\chi(2N+1)\bigr).$$
Acting on $|n\rangle$, this gives the spacing $E_{n+1}-E_n=\omega+\chi(2n+1)$. For this one-mode model without driving or loss, the commutator is what enters the Heisenberg equation for $b$.

```lean
/-- If `ab - ba = 1`, then the Kerr Hamiltonian `H = ω N + χ N²` satisfies
`H b - b H = b (ω + χ (2 N + 1))`. -/
theorem kerr_commutator_creation {a b : A} (h : a * b - b * a = 1) (ω χ : R) :
    (ω • numberOp a b + χ • numberOp a b ^ 2) * b
      - b * (ω • numberOp a b + χ • numberOp a b ^ 2) =
      b * (ω • (1 : A) + χ • ((2 : R) • numberOp a b + 1)) := by
  have h1 : numberOp a b * b = b * numberOp a b + b := by
    simpa [mul_add] using number_mul_creation_pow h 1
  -- the quadratic term produces the occupation-dependent part
  have h2 : numberOp a b ^ 2 * b =
      b * numberOp a b ^ 2 + b * numberOp a b + b * numberOp a b + b := by
    calc numberOp a b ^ 2 * b = numberOp a b * (numberOp a b * b) := by
          rw [pow_two, mul_assoc]
      _ = (numberOp a b * b) * numberOp a b + numberOp a b * b := by
          rw [h1, mul_add, ← mul_assoc (numberOp a b) b, h1]
      _ = b * numberOp a b ^ 2 + b * numberOp a b + b * numberOp a b + b := by
          rw [h1, add_mul, pow_two, mul_assoc]
          abel
  rw [add_mul, smul_mul_assoc, smul_mul_assoc, h1, h2]
  simp only [mul_add, mul_smul_comm, mul_one]
  module
```

The symbol `•` multiplies an operator by a scalar from $R$. The lemma for $k=1$ supplies `h1`, `h2` is the formula for $N^2b$, and `module` collects the scalar coefficients. If the nonlinearity is written as $\chi b^2a^2=\chi(N^2-N)$ instead, the same Hamiltonian has linear coefficient $\omega+\chi$.

The same argument with $Na=a(N-1)$ gives the neighbouring formula for the annihilation operator. Since $N^2a=a(N-1)^2$,
$$[H,a]=-a\bigl(\omega+\chi(2N-1)\bigr).$$
This companion is derived here in prose and has no Lean theorem.

## A concrete pair of ladder operators

Let $a$ differentiate polynomials in $X$ and let $b$ multiply them by $X$. The product rule gives
$$(ab-ba)p=(Xp)'-Xp'=p$$
for every polynomial $p$, so the commutation relation has a concrete realisation.

```lean
/-- On polynomials in one variable, differentiation as `a` and multiplication by `X` as `b`
satisfy `ab - ba = 1`. -/
theorem commutation_witness (R : Type*) [CommRing R] :
    (derivative : Module.End R R[X]) * LinearMap.mulLeft R (X : R[X])
      - LinearMap.mulLeft R (X : R[X]) * (derivative : Module.End R R[X]) = 1 := by
  refine LinearMap.ext fun p => ?_
  simp [Module.End.mul_apply, derivative_mul]

end NumberOperatorLadder
```

In the Lean statement, multiplication of linear maps is composition, and `LinearMap.ext` reduces their equality to equality on each polynomial `p`. Over $\mathbb{C}$, $X^n$ plays the part of an unnormalised state with $n$ quanta. Setting $|n\rangle=X^n/\sqrt{n!}$ recovers the textbook factors $a|n\rangle=\sqrt{n}\,|n-1\rangle$ for $n\ge1$ and $b|n\rangle=\sqrt{n+1}\,|n+1\rangle$.

```lean
#print axioms NumberOperatorLadder.polynomial_number_ladder
-- 'NumberOperatorLadder.polynomial_number_ladder' depends on axioms: [propext, Classical.choice, Quot.sound]
#print axioms NumberOperatorLadder.polynomial_number_mul_monomial
-- 'NumberOperatorLadder.polynomial_number_mul_monomial' depends on axioms: [propext, Classical.choice, Quot.sound]
#print axioms NumberOperatorLadder.kerr_commutator_creation
-- 'NumberOperatorLadder.kerr_commutator_creation' depends on axioms: [propext, Quot.sound]
```
